# The two-site XXZ propagator as a six-vertex matrix, and its anisotropy for $tJ\neq0$

## Two antiparallel spins

Take two spins 1/2, one up and one down, coupled only by $J(S^xS^x+S^yS^y)$. The coupling exchanges $|\uparrow\downarrow\rangle$ and $|\downarrow\uparrow\rangle$ with amplitude $J/2$, so their normalised sum and difference, $(|\uparrow\downarrow\rangle\pm|\downarrow\uparrow\rangle)/\sqrt2$, have energies $\pm J/2$. After imaginary time $t$ (with $\hbar=1$), the amplitude to stay is
$$\tfrac12(e^{-tJ/2}+e^{tJ/2})=\cosh(tJ/2),$$
and the amplitude to exchange is $\tfrac12(e^{-tJ/2}-e^{tJ/2})=-\sinh(tJ/2)$.

Checkerboard world-line Monte Carlo for an XXZ chain uses these amplitudes for the full pair Hamiltonian
$$h=J(S^xS^x+S^yS^y)+J_zS^zS^z.$$

## The six weights

The $J_z$ term adds $J_z/4$ to the energy of parallel spins and $-J_z/4$ to that of antiparallel spins. The exchange term gives zero on parallel spins. Hence $e^{-th}$ has these entries, each occurring twice:

- parallel spins stay: $a=e^{-tJ_z/4}$;
- antiparallel spins stay: $c=e^{tJ_z/4}\cosh(tJ/2)$;
- antiparallel spins exchange: $-b=-e^{tJ_z/4}\sinh(tJ/2)$.

The other ten entries vanish. If $tJ\neq0$, all six are nonzero, and they are exactly the entries that conserve the number of down spins.

A $\pi$ rotation about $z$ on the first site, which up to a phase is $2S^z$, turns $-b$ into $b$ and leaves $a$ and $c$ alone.

## The anisotropy

The exponentials cancel in $ab=\sinh(tJ/2)$. Since $c^2-b^2=e^{tJ_z/2}$,
$$a^2+b^2-c^2=e^{-tJ_z/2}-e^{tJ_z/2}=-2\sinh(tJ_z/2).$$
Division by $2ab$ gives, for $tJ\neq0$,
$$\Delta=\frac{a^2+b^2-c^2}{2ab}=-\frac{\sinh(tJ_z/2)}{\sinh(tJ/2)}.$$
At $J_z=J$ this is $-1$ for every such step. For $J\neq0$ and $t\to0$, $\sinh(tk/2)/t\to k/2$ gives $\Delta\to-J_z/J$.

This $\Delta$ belongs to the vertex weights; the same letter often denotes the ratio $J_z/J$ in the Hamiltonian. It is formed with $b$, the exchange weight after the rotation; using $-b$ would reverse its sign. For $t>0$ and $J<0$ the rotated weight $b$ is negative and the unrotated $-b$ is positive; with that positive weight the Heisenberg ferromagnet, $J_z=J<0$, has anisotropy $+1$.

## Where $tJ\neq0$ is needed

At $t=0$ the weights are $a=c=1$, $b=0$, and $a^2+b^2-c^2=2ab\Delta$ holds for every $\Delta$. At $J=0$, $t=J_z=1$, the right side is zero and the left side is not, so no $\Delta$ exists. In both cases the exchange entries vanish although they conserve the number of down spins.

## One plaquette in a simulation

In a checkerboard world-line simulation of a spin-1/2 chain with the pair Hamiltonian $h$ on every bond, each shaded plaquette contributes one of these two-site entries, and a configuration's weight is their product. For $J=J_z=1$ and $t=0.1$, the values are $a\approx0.9753$, $c\approx1.0266$ and $b\approx0.0513$; the exchange entry is $-b$ before the rotation and $b$ after it. The product over plaquettes comes from a Trotter decomposition of the chain's propagator, which is in general approximate because neighbouring bond terms need not commute; the theorems concern the single pair.

## Reading the Lean statements

`Fin 2` labels one spin, with 0 up and 1 down, and `Fin 2 × Fin 2` labels a pair configuration. `pairH` is built with Kronecker products, and `NormedSpace.exp` is the true matrix exponential. The parameters are real, of either sign.

`vertexMatrix x y z` takes its arguments in the order parallel, antiparallel staying, exchange, so `exp_pairH` lists $a,c,-b$. In `propagator_ne_zero_iff`, the sums of `.val` count down spins. `IsAnisotropy` is the equation without division, and `anisotropy_iff` says that for $tJ\neq0$ it has exactly one solution. In `continuous_time_anisotropy`, `Δ` is any function solving it at each $t\neq0$.

```lean
import Mathlib

open Matrix Filter Topology
open scoped Kronecker

noncomputable section

namespace XXZWorldLines

/-- The spin-1/2 operator `Sx`, in units of ħ. -/
def Sx : Matrix (Fin 2) (Fin 2) ℂ := !![0, 1/2; 1/2, 0]

/-- The spin-1/2 operator `Sy`, in units of ħ. -/
def Sy : Matrix (Fin 2) (Fin 2) ℂ := !![0, -(Complex.I/2); Complex.I/2, 0]

/-- The spin-1/2 operator `Sz`, in units of ħ; index 0 is spin up and index 1 is spin down. -/
def Sz : Matrix (Fin 2) (Fin 2) ℂ := !![1/2, 0; 0, -(1/2)]

/-- The two-site Hamiltonian `h = J (Sx Sx + Sy Sy) + Jz Sz Sz`. -/
def pairH (J Jz : ℝ) : Matrix (Fin 2 × Fin 2) (Fin 2 × Fin 2) ℂ :=
  (J : ℂ) • (Sx ⊗ₖ Sx + Sy ⊗ₖ Sy) + (Jz : ℂ) • (Sz ⊗ₖ Sz)

/-- The six-vertex matrix: `x` for two parallel spins that stay, `y` for two antiparallel
spins that stay, `z` for two antiparallel spins that are exchanged, and zero otherwise. -/
def vertexMatrix (x y z : ℂ) : Matrix (Fin 2 × Fin 2) (Fin 2 × Fin 2) ℂ :=
  Matrix.of fun p q =>
    if p = q then (if p.1 = p.2 then x else y) else if p = q.swap then z else 0

/-- The matrix whose columns are the two parallel states and, scaled by `r`, the sum and the
difference of the two antiparallel states. -/
def pairBasis (r : ℂ) : Matrix (Fin 2 × Fin 2) (Fin 2 × Fin 2) ℂ :=
  Matrix.of fun p q =>
    if p = q then (if p.1 = p.2 then 1 else if p.1 = 0 then r else -r)
    else if p = q.swap then r else 0

/-- Levels of the pair: `x` for both parallel states, `u` and `v` for the sum and the
difference of the antiparallel states. -/
def levels (x u v : ℂ) : Fin 2 × Fin 2 → ℂ :=
  fun p => if p.1 = p.2 then x else if p.1 = 0 then u else v

/-- The weight `a = exp(-t Jz/4)` of two parallel spins. -/
def weightA (t Jz : ℝ) : ℝ := Real.exp (-(t * Jz / 4))

/-- The weight `b = exp(t Jz/4) sinh(t J/2)`, the exchange amplitude up to its sign. -/
def weightB (t J Jz : ℝ) : ℝ := Real.exp (t * Jz / 4) * Real.sinh (t * J / 2)

/-- The weight `c = exp(t Jz/4) cosh(t J/2)` of two antiparallel spins that stay. -/
def weightC (t J Jz : ℝ) : ℝ := Real.exp (t * Jz / 4) * Real.cosh (t * J / 2)

/-- `Δ` is an anisotropy of the six-vertex weights `a, b, c` if `a² + b² - c² = 2 a b Δ`. -/
def IsAnisotropy (a b c Δ : ℝ) : Prop := a ^ 2 + b ^ 2 - c ^ 2 = 2 * a * b * Δ

/-- In the basis of single-site spins, the two-site Hamiltonian is a six-vertex matrix. -/
theorem pairH_eq (J Jz : ℝ) :
    pairH J Jz = vertexMatrix (Jz / 4) (-(Jz / 4)) (J / 2) := by
  have key : Complex.I / 2 * (Complex.I / 2) = -((2 : ℂ)⁻¹ * 2⁻¹) := by
    linear_combination (1 / 4 : ℂ) * Complex.I_sq
  ext ⟨i, j⟩ ⟨k, l⟩
  fin_cases i <;> fin_cases j <;> fin_cases k <;> fin_cases l <;>
    simp [pairH, vertexMatrix, Sx, Sy, Sz, Matrix.kroneckerMap_apply, key] <;> ring

/-- Rotating a diagonal matrix of levels back to the single-site basis gives a six-vertex
matrix with the mean and half the difference of the two antiparallel levels. -/
theorem pairBasis_conj (x u v : ℂ) :
    pairBasis 1 * Matrix.diagonal (levels x u v) * pairBasis (1 / 2)
      = vertexMatrix x ((u + v) / 2) ((u - v) / 2) := by
  ext ⟨i, j⟩ ⟨k, l⟩
  fin_cases i <;> fin_cases j <;> fin_cases k <;> fin_cases l <;>
    simp [Matrix.mul_apply, Fintype.sum_prod_type, Fin.sum_univ_two, Matrix.diagonal_apply,
      pairBasis, levels, vertexMatrix] <;> ring

/-- The exponential of a six-vertex matrix is again a six-vertex matrix. -/
theorem exp_vertexMatrix (x y z : ℂ) :
    NormedSpace.exp (vertexMatrix x y z) = vertexMatrix (Complex.exp x)
      (Complex.exp y * Complex.cosh z) (Complex.exp y * Complex.sinh z) := by
  have hUV : pairBasis 1 * pairBasis (1 / 2) = 1 := by
    ext ⟨i, j⟩ ⟨k, l⟩
    fin_cases i <;> fin_cases j <;> fin_cases k <;> fin_cases l <;>
      simp [Matrix.mul_apply, Fintype.sum_prod_type, Fin.sum_univ_two, pairBasis] <;> norm_num
  -- the exponential acts on each level separately
  have hd (u v : ℂ) : NormedSpace.exp (levels x u v)
      = levels (Complex.exp x) (Complex.exp u) (Complex.exp v) := by
    funext p
    rw [Pi.coe_exp, ← Complex.exp_eq_exp_ℂ]
    unfold levels
    split_ifs <;> rfl
  have h : NormedSpace.exp
      (pairBasis 1 * Matrix.diagonal (levels x (y + z) (y - z)) * pairBasis (1 / 2))
      = pairBasis 1 * NormedSpace.exp (Matrix.diagonal (levels x (y + z) (y - z)))
        * pairBasis (1 / 2) :=
    Matrix.exp_units_conj ⟨pairBasis 1, pairBasis (1 / 2), hUV, mul_eq_one_comm.mp hUV⟩ _
  rw [Matrix.exp_diagonal, hd, pairBasis_conj, pairBasis_conj] at h
  have hs : Complex.exp (y - z) = Complex.exp y * Complex.exp (-z) := by
    rw [← Complex.exp_add, sub_eq_add_neg]
  have e1 : (y + z + (y - z)) / 2 = y := by ring
  have e2 : (y + z - (y - z)) / 2 = z := by ring
  have e3 : (Complex.exp (y + z) + Complex.exp (y - z)) / 2
      = Complex.exp y * Complex.cosh z := by
    rw [hs, Complex.exp_add, Complex.cosh]; ring
  have e4 : (Complex.exp (y + z) - Complex.exp (y - z)) / 2
      = Complex.exp y * Complex.sinh z := by
    rw [hs, Complex.exp_add, Complex.sinh]; ring
  rwa [e1, e2, e3, e4] at h

/-- The two-site propagator `exp(-t h)` is the six-vertex matrix with weights `a`, `c`
and `-b`. -/
theorem exp_pairH (t J Jz : ℝ) :
    NormedSpace.exp ((-t : ℂ) • pairH J Jz)
      = vertexMatrix (weightA t Jz) (weightC t J Jz) (-(weightB t J Jz : ℂ)) := by
  have h : (-t : ℂ) • pairH J Jz
      = vertexMatrix (-(t * Jz / 4)) (t * Jz / 4) (-(t * J / 2)) := by
    rw [pairH_eq]
    ext p q
    simp only [vertexMatrix, Matrix.smul_apply, Matrix.of_apply, smul_eq_mul]
    split_ifs <;> ring
  rw [h, exp_vertexMatrix]
  simp only [weightA, weightB, weightC]
  push_cast
  rw [Complex.cosh_neg, Complex.sinh_neg, mul_neg]

/-- For `t J ≠ 0` an entry of the propagator is nonzero exactly when the number of down spins
is conserved, and six pairs of configurations conserve it. -/
theorem propagator_ne_zero_iff {t J : ℝ} (Jz : ℝ) (htJ : t * J ≠ 0) :
    (∀ p q : Fin 2 × Fin 2, NormedSpace.exp ((-t : ℂ) • pairH J Jz) p q ≠ 0 ↔
      p.1.val + p.2.val = q.1.val + q.2.val) ∧
    (Finset.univ.filter fun s : (Fin 2 × Fin 2) × (Fin 2 × Fin 2) =>
      s.1.1.val + s.1.2.val = s.2.1.val + s.2.2.val).card = 6 := by
  refine ⟨?_, by decide⟩
  have ha : weightA t Jz ≠ 0 := Real.exp_ne_zero _
  have hc : weightC t J Jz ≠ 0 := mul_ne_zero (Real.exp_ne_zero _) (Real.cosh_pos _).ne'
  have hb : weightB t J Jz ≠ 0 := by
    refine mul_ne_zero (Real.exp_ne_zero _) ?_
    rw [Ne, Real.sinh_eq_zero]
    intro h
    exact htJ (by linarith)
  rintro ⟨i, j⟩ ⟨k, l⟩
  rw [exp_pairH]
  fin_cases i <;> fin_cases j <;> fin_cases k <;> fin_cases l <;>
    simp [vertexMatrix, ha, hb, hc]

/-- Conjugation with `2 Sz` on the first site turns the exchange amplitude `-b` into `b` and
leaves the other weights unchanged. -/
theorem sublattice_rotation (t J Jz : ℝ) :
    (((2 : ℂ) • Sz) ⊗ₖ (1 : Matrix (Fin 2) (Fin 2) ℂ))
        * NormedSpace.exp ((-t : ℂ) • pairH J Jz)
        * (((2 : ℂ) • Sz) ⊗ₖ (1 : Matrix (Fin 2) (Fin 2) ℂ))
      = vertexMatrix (weightA t Jz) (weightC t J Jz) (weightB t J Jz) := by
  rw [exp_pairH]
  ext ⟨i, j⟩ ⟨k, l⟩
  fin_cases i <;> fin_cases j <;> fin_cases k <;> fin_cases l <;>
    simp [Matrix.mul_apply, Fintype.sum_prod_type, Fin.sum_univ_two, vertexMatrix, Sz,
      Matrix.kroneckerMap_apply, Matrix.one_apply]

/-- The weights obey `a b = sinh(t J/2)` and `a² + b² - c² = -2 sinh(t Jz/2)`. -/
theorem weight_identities (t J Jz : ℝ) :
    weightA t Jz * weightB t J Jz = Real.sinh (t * J / 2) ∧
    weightA t Jz ^ 2 + weightB t J Jz ^ 2 - weightC t J Jz ^ 2
      = -2 * Real.sinh (t * Jz / 2) := by
  unfold weightA weightB weightC
  constructor
  · rw [← mul_assoc, ← Real.exp_add, neg_add_cancel, Real.exp_zero, one_mul]
  · have h1 : Real.exp (t * Jz / 2) = Real.exp (t * Jz / 4) ^ 2 := by
      rw [sq, ← Real.exp_add]; congr 1; ring
    have h2 : Real.exp (-(t * Jz / 2)) = Real.exp (-(t * Jz / 4)) ^ 2 := by
      rw [sq, ← Real.exp_add]; congr 1; ring
    rw [Real.sinh_eq (t * Jz / 2), h1, h2]
    linear_combination (-Real.exp (t * Jz / 4) ^ 2) * Real.cosh_sq_sub_sinh_sq (t * J / 2)

/-- For `t J ≠ 0` the six-vertex anisotropy of the propagator is
`-sinh(t Jz/2) / sinh(t J/2)`, and no other number. -/
theorem anisotropy_iff {t J : ℝ} (Jz Δ : ℝ) (htJ : t * J ≠ 0) :
    IsAnisotropy (weightA t Jz) (weightB t J Jz) (weightC t J Jz) Δ ↔
      Δ = -Real.sinh (t * Jz / 2) / Real.sinh (t * J / 2) := by
  have hs : Real.sinh (t * J / 2) ≠ 0 := by
    rw [Ne, Real.sinh_eq_zero]
    intro h
    exact htJ (by linarith)
  obtain ⟨h1, h2⟩ := weight_identities t J Jz
  unfold IsAnisotropy
  rw [h2, mul_assoc 2 (weightA t Jz), h1, eq_div_iff hs]
  constructor <;> intro h <;> linarith

/-- At the Heisenberg point `Jz = J` the anisotropy is `-1` for every time step with
`t J ≠ 0`. -/
theorem heisenberg_anisotropy {t J : ℝ} (Δ : ℝ) (htJ : t * J ≠ 0) :
    IsAnisotropy (weightA t J) (weightB t J J) (weightC t J J) Δ ↔ Δ = -1 := by
  have hs : Real.sinh (t * J / 2) ≠ 0 := by
    rw [Ne, Real.sinh_eq_zero]
    intro h
    exact htJ (by linarith)
  rw [anisotropy_iff J Δ htJ, neg_div, div_self hs]

/-- In the continuous-time limit `t → 0`, with `J ≠ 0`, the anisotropy tends to `-Jz/J`. -/
theorem continuous_time_anisotropy {J : ℝ} (Jz : ℝ) (hJ : J ≠ 0) (Δ : ℝ → ℝ)
    (h : ∀ t, t ≠ 0 →
      IsAnisotropy (weightA t Jz) (weightB t J Jz) (weightC t J Jz) (Δ t)) :
    Tendsto Δ (𝓝[≠] 0) (𝓝 (-Jz / J)) := by
  -- the slope of sinh (t k / 2) at t = 0 is k / 2
  have key (k : ℝ) :
      Tendsto (fun t : ℝ => t⁻¹ * Real.sinh (t * k / 2)) (𝓝[≠] 0) (𝓝 (k / 2)) := by
    have h1 : HasDerivAt (fun t : ℝ => t * k / 2) (k / 2) 0 := by
      simpa using ((hasDerivAt_id' (0 : ℝ)).mul_const k).div_const 2
    have h2 : HasDerivAt (fun t : ℝ => Real.sinh (t * k / 2)) (k / 2) 0 := by
      simpa using h1.sinh
    simpa using h2.tendsto_slope_zero
  have lim := (key Jz).neg.div (key J) (div_ne_zero hJ two_ne_zero)
  have e : -(Jz / 2) / (J / 2) = -Jz / J := by field_simp
  rw [e] at lim
  refine lim.congr' ?_
  filter_upwards [self_mem_nhdsWithin] with t ht
  have ht' : t ≠ 0 := ht
  rw [(anisotropy_iff Jz (Δ t) (mul_ne_zero ht' hJ)).mp (h t ht')]
  show -(t⁻¹ * Real.sinh (t * Jz / 2)) / (t⁻¹ * Real.sinh (t * J / 2)) = _
  rw [← mul_neg, mul_div_mul_left _ _ (inv_ne_zero ht')]

end XXZWorldLines
```

```lean
#print axioms XXZWorldLines.exp_vertexMatrix
#print axioms XXZWorldLines.propagator_ne_zero_iff
#print axioms XXZWorldLines.heisenberg_anisotropy
#print axioms XXZWorldLines.continuous_time_anisotropy
```

```
'XXZWorldLines.exp_vertexMatrix' depends on axioms: [propext, Classical.choice, Quot.sound]
'XXZWorldLines.propagator_ne_zero_iff' depends on axioms: [propext, Classical.choice, Quot.sound]
'XXZWorldLines.heisenberg_anisotropy' depends on axioms: [propext, Classical.choice, Quot.sound]
'XXZWorldLines.continuous_time_anisotropy' depends on axioms: [propext, Classical.choice, Quot.sound]
```

## From levels to weights in the proof

`pairH_eq` compares all sixteen entries of $h$ with the vertex form. `pairBasis 1` contains the unnormalised sum and difference; its inverse `pairBasis (1 / 2)` supplies the factor that normalisation would share between them. In `exp_vertexMatrix`, `Matrix.exp_units_conj` moves the exponential inside this change of basis, and `Matrix.exp_diagonal` exponentiates the levels. `pairBasis_conj` then forms the half-sum and half-difference, and `exp_pairH` inserts the couplings.

`propagator_ne_zero_iff` and `sublattice_rotation` go through the entries case by case. `weight_identities` uses $\cosh^2-\sinh^2=1$, and `anisotropy_iff` divides by the nonzero $\sinh(tJ/2)$; `heisenberg_anisotropy` sets $J_z=J$. For the limit, `key` obtains the slope $k/2$ from the derivative of $\sinh(tk/2)$ at zero, and the quotient of two such slopes gives $-J_z/J$.
